# One Electron Can Leave a Node of a Slater Determinant of Independent Orbitals Exactly at Rank N − 1

A Slater determinant vanishes when, for example, two electrons of equal spin meet, and we ask when moving a single electron makes it non-zero again. The model lets that electron go to any point of a set $X$ on which the orbitals are defined. Its new matrix row must therefore consist of orbital values at some point, and is not an arbitrary vector.

Let $N$ orbitals $\varphi_j : X \to K$ be linearly independent, with $K$ a field such as $\mathbb{R}$ or $\mathbb{C}$. Electron $i$ sits at $r_i$, and the Slater matrix has entries $S_{ij} = \varphi_j(r_i)$. A node here is any configuration with $\det S = 0$, whether or not the sign changes there. The claim is that some one-electron move leaves a node if and only if $\operatorname{rank} S = N-1$.

## Redundant rows and new directions

Write $u(x) = (\varphi_j(x))_j$ for the orbital values at $x$, $R$ for the span of the rows $u(r_i)$, and $\rho = \dim R = \operatorname{rank} S$. The determinant is non-zero exactly when the rows are independent, that is, when $\rho = N$.

Suppose that moving $m$ electrons gives a non-zero determinant. The $N-m$ unmoved rows are then independent, and they lie in $R$, so $N - m \le \rho$. On a node $\rho < N$, so $m = 1$ forces $\rho = N-1$.

Conversely, on a node the rows are dependent, so some row $u(r_i)$ lies in the span of the others, and removing it leaves $R$ unchanged. Also $R \ne K^N$. If every $u(x)$ lay in $R$, a non-zero functional $f(v) = \sum_j c_j v_j$ vanishing on $R$ would give $\sum_j c_j \varphi_j(x) = 0$ for all $x$, against independence. So some $u(x)$ lies outside $R$. Moving electron $i$ to $x$ changes the row span to $R + \operatorname{span}\{u(x)\}$, of dimension $\rho + 1$. If $\rho = N-1$, the new determinant is non-zero. Repeating the step shows that at most $k$ moved electrons suffice exactly when $N \le \rho + k$.

The choice of electron can matter: at rank $N-1$ it can happen that not every electron will do. If two electrons coincide, moving a third leaves two equal rows.

## Configurations and rank in Lean

```lean
import Mathlib

open Module

namespace SlaterNodeEscape

variable {K X n : Type*} [Field K] [Fintype n] [DecidableEq n]
```

The type `n` labels both electrons and orbitals; the number $N$ is `Fintype.card n`.

```lean
/-- The values of all orbitals at the one-particle position `x`. -/
def orbitalValues (φ : n → X → K) (x : X) : n → K := fun j => φ j x

/-- The Slater matrix of a configuration `r`: row `i` holds the orbital values at the position
of electron `i`. -/
def slater (φ : n → X → K) (r : n → X) : Matrix n n K :=
  Matrix.of fun i => orbitalValues φ (r i)
```

The usual prefactor $1/\sqrt{N!}$ is omitted, which does not affect the zeros. A point of `X` may include spin, in which case a move may also flip it.

```lean
omit [DecidableEq n] in
/-- The rank of the Slater matrix is the dimension of the span of its electron rows. -/
theorem rank_slater (φ : n → X → K) (r : n → X) :
    (slater φ r).rank =
      finrank K (Submodule.span K (Set.range fun i => orbitalValues φ (r i))) :=
  (slater φ r).rank_eq_finrank_span_row

/-- The Slater determinant is non-zero exactly when the electron rows are linearly
independent. -/
theorem det_ne_zero_iff_rows (φ : n → X → K) (r : n → X) :
    (slater φ r).det ≠ 0 ↔ LinearIndependent K (fun i => orbitalValues φ (r i)) := by
  rw [← isUnit_iff_ne_zero, ← Matrix.isUnit_iff_isUnit_det]
  exact Matrix.linearIndependent_rows_iff_isUnit.symm

/-- The Slater determinant is non-zero exactly when the rank of the Slater matrix equals the
number of electrons. -/
theorem det_ne_zero_iff_rank (φ : n → X → K) (r : n → X) :
    (slater φ r).det ≠ 0 ↔ (slater φ r).rank = Fintype.card n := by
  rw [det_ne_zero_iff_rows, rank_slater, linearIndependent_iff_card_eq_finrank_span]
  exact eq_comm
```

These lemmas translate between determinant, independent rows and rank.

## The bound on what a move can achieve

```lean
/-- If moving only electrons in the set `s` leads to a non-zero Slater determinant, then the
number of electrons is at most the original rank plus the size of `s`. -/
theorem card_le_rank_add_moved (φ : n → X → K) {r r' : n → X} (s : Finset n)
    (hs : ∀ i, i ∉ s → r' i = r i) (h : (slater φ r').det ≠ 0) :
    Fintype.card n ≤ (slater φ r).rank + s.card := by
  -- the rows of the unmoved electrons are independent and belong to both matrices
  have hli := ((det_ne_zero_iff_rows φ r').1 h).comp
    (Subtype.val : {i // i ∈ sᶜ} → n) Subtype.val_injective
  have hcard := finrank_span_eq_card hli
  rw [Fintype.card_coe] at hcard
  have hle := Submodule.finrank_mono (R := K) (Submodule.span_mono (R := K)
    (show Set.range ((fun i => orbitalValues φ (r' i)) ∘ (Subtype.val : {i // i ∈ sᶜ} → n)) ⊆
      Set.range (fun i => orbitalValues φ (r i)) by
        rintro _ ⟨k, rfl⟩
        exact ⟨k.1, by simp only [Function.comp_apply, hs k.1 (Finset.mem_compl.1 k.2)]⟩))
  rw [hcard, ← rank_slater] at hle
  have hsum := Finset.card_add_card_compl s
  omega
```

Here `s` contains every electron that moves, and $m$ now stands for the size of `s`. Restricting the independent new rows to the complement of `s` gives $N-m$ independent vectors in the old span; `Submodule.finrank_mono` compares the dimensions. Independence of the orbitals need not be assumed here, since a non-zero determinant at `r'` already implies it.

## Raising the rank by one

```lean
/-- For linearly independent orbitals, every proper subspace of `n → K` is missed by the orbital
values at some position. -/
theorem exists_position_outside {φ : n → X → K} (hφ : LinearIndependent K φ)
    {W : Submodule K (n → K)} (hW : W ≠ ⊤) : ∃ x, orbitalValues φ x ∉ W := by
  by_contra! hall
  -- a functional vanishing on W would be a linear relation between the orbitals
  obtain ⟨f, hf, hWf⟩ := Submodule.exists_le_ker_of_lt_top W (lt_top_iff_ne_top.2 hW)
  have hg := Fintype.linearIndependent_iff.1 hφ
    (fun j => f (fun k => if j = k then 1 else 0)) (by
      funext x
      have hx : f (orbitalValues φ x) = 0 := hWf (hall x)
      rw [LinearMap.pi_apply_eq_sum_univ] at hx
      simpa [Finset.sum_apply, orbitalValues, mul_comm] using hx)
  apply hf
  apply LinearMap.ext
  intro v
  rw [LinearMap.pi_apply_eq_sum_univ]
  exact Finset.sum_eq_zero fun j _ => by rw [hg j, smul_zero]
```

The functional `f` is the one used above, with $c_j$ its value on the $j$th unit vector. Independence makes all $c_j$ zero, contradicting `hf`.

```lean
/-- On a node of a Slater determinant of linearly independent orbitals, some one-electron move
raises the rank of the Slater matrix by exactly one. -/
theorem exists_move_raising_rank {φ : n → X → K} (hφ : LinearIndependent K φ) {r : n → X}
    (h0 : (slater φ r).det = 0) :
    ∃ i x, (slater φ (Function.update r i x)).rank = (slater φ r).rank + 1 := by
  have hdep : ¬ LinearIndependent K (fun i => orbitalValues φ (r i)) :=
    fun h => (det_ne_zero_iff_rows φ r).2 h h0
  have hproper : Submodule.span K (Set.range fun i => orbitalValues φ (r i)) ≠ ⊤ :=
    fun h => hdep (linearIndependent_of_top_le_span_of_card_eq_finrank h.ge
      (Module.finrank_fintype_fun_eq_card K).symm)
  -- electron i has a redundant row, and x offers a row outside the old span
  rw [linearIndependent_iff_notMem_span] at hdep
  push Not at hdep
  obtain ⟨i, hi⟩ := hdep
  obtain ⟨x, hx⟩ := exists_position_outside hφ hproper
  refine ⟨i, x, ?_⟩
  have hspan : Submodule.span K (Set.range fun k => orbitalValues φ (Function.update r i x k)) =
      Submodule.span K (Set.range fun k => orbitalValues φ (r k)) ⊔
        Submodule.span K {orbitalValues φ x} := by
    have hothers : Submodule.span K ((fun k => orbitalValues φ (r k)) '' (Set.univ \ {i})) ≤
        Submodule.span K (Set.range fun k => orbitalValues φ (Function.update r i x k)) := by
      apply Submodule.span_mono
      rintro _ ⟨k, hk, rfl⟩
      have hki : k ≠ i := fun h => hk.2 h
      exact ⟨k, by simp only [Function.update_of_ne hki]⟩
    apply le_antisymm
    · rw [Submodule.span_le]
      rintro _ ⟨k, rfl⟩
      change orbitalValues φ (Function.update r i x k) ∈ _
      by_cases hk : k = i
      · rw [hk, Function.update_self]
        exact Submodule.mem_sup_right (Submodule.mem_span_singleton_self _)
      · rw [Function.update_of_ne hk]
        exact Submodule.mem_sup_left (Submodule.subset_span ⟨k, rfl⟩)
    · refine sup_le (Submodule.span_le.2 ?_) (Submodule.span_mono ?_)
      · rintro _ ⟨k, rfl⟩
        by_cases hk : k = i
        · rw [hk]
          exact hothers hi
        · exact hothers (Submodule.subset_span ⟨k, ⟨Set.mem_univ k, hk⟩, rfl⟩)
      · rintro _ rfl
        exact ⟨i, by simp only [Function.update_self]⟩
  rw [rank_slater, rank_slater, hspan]
  -- adjoining one vector outside a subspace adds one dimension
  have hne : orbitalValues φ x ≠ 0 := fun h => hx (h ▸ Submodule.zero_mem _)
  have hup := Submodule.finrank_add_le_finrank_add_finrank
    (Submodule.span K (Set.range fun k => orbitalValues φ (r k)))
    (Submodule.span K {orbitalValues φ x})
  rw [finrank_span_singleton hne] at hup
  have hlow := Submodule.finrank_lt_finrank_of_lt (lt_of_le_of_ne
    (le_sup_left : Submodule.span K (Set.range fun k => orbitalValues φ (r k)) ≤
      _ ⊔ Submodule.span K {orbitalValues φ x})
    (fun h => hx (h ▸ Submodule.mem_sup_right (Submodule.mem_span_singleton_self _))))
  omega
```

`Function.update r i x` is the configuration `r` with electron `i` placed at `x`. The equality `hspan` identifies the new row span; its harder inclusion uses the redundancy of row `i`. Two dimension bounds then leave only $\rho+1$.

## Escape by several electrons, or by one

```lean
/-- For linearly independent orbitals, a non-zero Slater determinant can be reached by moving
at most `k` electrons if and only if the number of electrons is at most the rank plus `k`. -/
theorem escape_by_k_electrons {φ : n → X → K} (hφ : LinearIndependent K φ) (r : n → X) (k : ℕ) :
    (∃ (s : Finset n) (r' : n → X), s.card ≤ k ∧ (∀ i, i ∉ s → r' i = r i) ∧
      (slater φ r').det ≠ 0) ↔ Fintype.card n ≤ (slater φ r).rank + k := by
  constructor
  · rintro ⟨s, r', hk, hs, h⟩
    have := card_le_rank_add_moved φ s hs h
    omega
  · induction k generalizing r with
    | zero =>
      intro h
      exact ⟨∅, r, by simp, fun _ _ => rfl, (det_ne_zero_iff_rank φ r).2
        (le_antisymm (Matrix.rank_le_card_width _) h)⟩
    | succ k ih =>
      intro h
      by_cases h0 : (slater φ r).det = 0
      · -- one move raises the rank, the remaining k moves do the rest
        obtain ⟨i, x, hix⟩ := exists_move_raising_rank hφ h0
        obtain ⟨s, r', hk, hs, hr'⟩ := ih (Function.update r i x) (by omega)
        refine ⟨insert i s, r', (Finset.card_insert_le i s).trans (by omega), ?_, hr'⟩
        intro j hj
        rw [Finset.mem_insert, not_or] at hj
        rw [hs j hj.2, Function.update_of_ne hj.1]
      · exact ⟨∅, r, by simp, fun _ _ => rfl, h0⟩
```

On a node, the induction step makes one rank-raising move and hands the new configuration to the induction hypothesis.

```lean
/-- On a node of a Slater determinant of linearly independent orbitals, some one-electron move
gives a non-zero determinant if and only if the rank is one less than the number of electrons. -/
theorem escape_by_one_electron {φ : n → X → K} (hφ : LinearIndependent K φ) {r : n → X}
    (h0 : (slater φ r).det = 0) :
    (∃ i x, (slater φ (Function.update r i x)).det ≠ 0) ↔
      (slater φ r).rank + 1 = Fintype.card n := by
  constructor
  · rintro ⟨i, x, h⟩
    have hle := card_le_rank_add_moved φ (r := r) {i}
      (fun j hj => Function.update_of_ne (by simpa using hj) _ _) h
    rw [Finset.card_singleton] at hle
    have hwidth := Matrix.rank_le_card_width (slater φ r)
    have hne : (slater φ r).rank ≠ Fintype.card n :=
      fun h => (det_ne_zero_iff_rank φ r).2 h h0
    omega
  · intro h
    obtain ⟨i, x, hix⟩ := exists_move_raising_rank hφ h0
    exact ⟨i, x, (det_ne_zero_iff_rank φ _).2 (hix.trans h)⟩
```

The hypothesis `hφ` says that no orbital is a combination of the others. With dependent orbitals the determinant vanishes everywhere, even where the rank is $N-1$.

In quantum Monte Carlo with a single-determinant trial function without backflow, so that moving one electron changes only its own row, a starting configuration of rank below $N-1$ therefore has only zero-amplitude one-electron proposals. At rank $N-1$ the theorem supplies a position somewhere in `X`; whether a sampler's short trial step reaches such a position is a separate question. If spins are kept fixed and the trial function contains a product of a spin-up and a spin-down determinant, the theorem applies to each of the two separately, with $N$ the number of electrons of that spin and `X` ordinary space; both determinants must be non-zero for the product to be non-zero.

## Arbitrary rows and a three-electron example

```lean
/-- A singular square matrix over a field can be made invertible by replacing a single row if
and only if its rank is one less than its size. -/
theorem exists_updateRow_det_ne_zero_iff {A : Matrix n n K} (hA : A.det = 0) :
    (∃ i v, (A.updateRow i v).det ≠ 0) ↔ A.rank + 1 = Fintype.card n := by
  -- the coordinate functions serve as orbitals on the space of rows
  have hφ : LinearIndependent K (fun (j : n) (v : n → K) => v j) := by
    rw [Fintype.linearIndependent_iff]
    intro g hg j
    have h := congrFun hg (Pi.single j 1)
    simpa [Finset.sum_apply, Pi.single_apply] using h
  exact escape_by_one_electron hφ (r := fun i => A i) hA
```

Taking $X = K^N$ and the coordinate functions as orbitals makes every vector an available row. No assumption $N \ge 1$ is needed, since the empty matrix has determinant 1.

```lean
/-- The orbitals 1, x, x² on the real line are linearly independent; their Slater determinant
vanishes at the positions (0, 0, 1) and is non-zero at (0, 2, 1). -/
theorem escape_witness :
    LinearIndependent ℝ (fun (j : Fin 3) (x : ℝ) => x ^ (j : ℕ)) ∧
    (slater (fun (j : Fin 3) (x : ℝ) => x ^ (j : ℕ)) ![0, 0, 1]).det = 0 ∧
    (slater (fun (j : Fin 3) (x : ℝ) => x ^ (j : ℕ)) ![0, 2, 1]).det ≠ 0 := by
  refine ⟨?_, ?_, ?_⟩
  · rw [Fintype.linearIndependent_iff]
    intro g hg j
    -- evaluate the linear relation at three points
    have h0 := congrFun hg 0
    have h1 := congrFun hg 1
    have h2 := congrFun hg 2
    simp [Fin.sum_univ_three] at h0 h1 h2
    have e0 : g 0 = 0 := by linarith
    have e1 : g 1 = 0 := by linarith
    have e2 : g 2 = 0 := by linarith
    fin_cases j
    exacts [e0, e1, e2]
  · simp [slater, orbitalValues, Matrix.det_fin_three]
  · norm_num [slater, orbitalValues, Matrix.det_fin_three]
    -- the third electron sits at position 1
    change ¬ (2 * (1 : ℝ) ^ 2 - 4 * (1 : ℝ) = 0)
    norm_num

end SlaterNodeEscape
```

Counting from 0, electrons 0 and 1 coincide at the origin, and moving electron 1 to $x = 2$ gives determinant $-2$. The orbitals $1, x, x^2$ are chosen for easy arithmetic and are not normalisable on the line.

```lean
#print axioms SlaterNodeEscape.escape_by_k_electrons
-- 'SlaterNodeEscape.escape_by_k_electrons' depends on axioms: [propext, Classical.choice, Quot.sound]
#print axioms SlaterNodeEscape.escape_by_one_electron
-- 'SlaterNodeEscape.escape_by_one_electron' depends on axioms: [propext, Classical.choice, Quot.sound]
#print axioms SlaterNodeEscape.exists_updateRow_det_ne_zero_iff
-- 'SlaterNodeEscape.exists_updateRow_det_ne_zero_iff' depends on axioms: [propext, Classical.choice, Quot.sound]
```
